# Within one irreducible set of degenerate normal modes, infrared activity is all or none

When a harmonic calculation of an infrared spectrum reaches a degenerate vibration, the diagonalisation returns some orthonormal basis of the degenerate space, and which one is a numerical accident. One may still compute the intensity of a single member and multiply by the degeneracy to get the strength of the band. This step is sound if the modes form one irreducible set under the symmetry group and the dipole moment is taken to first order in the displacements.

Let $q\in\mathbb R^n$ hold the amplitudes of $n$ degenerate modes in mass-weighted normal coordinates. To first order the dipole moment changes by $Jq$, where $J$ is the real $3\times n$ matrix of dipole derivatives. The infrared intensity of $q$ is $|Jq|^2=q^TJ^TJq$, up to constants common to the set. A symmetry operation $g$ acts on the amplitudes by a matrix $D(g)$ and on the dipole vector by a matrix $R(g)$. The result is that $J^TJ=c\,1$ with $c\ge 0$, and that $J\neq 0$ forces $c>0$ and $n\le 3$. It rests on four hypotheses.

In Lean 4 with Mathlib:

```lean
import Mathlib

open Matrix

namespace InfraredAllOrNone

noncomputable section
```

## Symmetry operations are orthogonal matrices

A symmetry operation permutes identical nuclei and rotates or reflects their displacements, so it preserves lengths in mass-weighted coordinates. In an orthonormal basis of modes this reads $D(g)D(g)^T=1$. Likewise $R(g)^TR(g)=1$, because the operation preserves the length of the dipole vector.

```lean
/-- The group of real orthogonal `n × n` matrices. -/
abbrev Orthogonal (n : ℕ) := Matrix.unitaryGroup (Fin n) ℝ
```

Over the real numbers the unitary group is the orthogonal group. Both `D` and `R` are group homomorphisms into it, and `(D g).1` is the matrix that belongs to $g$. The group `G` is arbitrary and need not be finite.

By hand, orthogonality lets the symmetry relation for $J$ be turned into one for $J^T$. In the proof it enters `gram_commutes` as `hD` and `hR`.

Without it the modes can have unequal intensities. Take the rotations $T(g)$ of a tetrahedron acting on vectors, and put $A=\mathrm{diag}(1,1,2)$, $D(g)=A^{-1}T(g)A$, $R(g)=T(g)$ and $J=A$. Then $JD(g)=R(g)J$ and only scalar matrices commute with all $D(g)$, yet $J^TJ=\mathrm{diag}(1,1,4)$. The third coordinate is measured in a different unit, and its intensity shows it.

## The dipole follows the symmetry operation

If the equilibrium structure has the symmetry $g$, transforming the displacements by $D(g)$ transforms the dipole moment by $R(g)$. The derivative of this statement at $q=0$ is $JD(g)=R(g)J$.

```lean
variable {G : Type*} [Group G] {n : ℕ}

/-- The dipole derivative `J` respects the symmetry: transforming the modes by `D g`
transforms the induced dipole by `R g`. -/
def IsEquivariant (D : G →* Orthogonal n) (R : G →* Orthogonal 3)
    (J : Matrix (Fin 3) (Fin n) ℝ) : Prop :=
  ∀ g, J * (D g).1 = (R g).1 * J
```

By hand, the relation is used twice. Its transpose is $D(g)^TJ^T=J^TR(g)^T$. Multiplying by $D(g)$ from the left and by $R(g)$ from the right, and using orthogonality, gives
$$J^TR(g)=D(g)J^T.$$
The original relation then yields
$$J^TJ\,D(g)=J^TR(g)J=D(g)\,J^TJ.$$
So the matrix that determines all intensities commutes with every symmetry operation on the modes.

Without this relation $J$ is an arbitrary matrix. For three modes that transform as a vector, $J=\mathrm{diag}(1,0,0)$ would make one mode active and two silent.

## Only scalar symmetric matrices commute with the operations

The third hypothesis says that the degeneracy is due to symmetry and not to a coincidence of frequencies.

```lean
/-- Every real symmetric matrix that commutes with all symmetry operations on the modes
is a multiple of the identity. -/
def OnlyScalarsCommute (D : G →* Orthogonal n) : Prop :=
  ∀ S : Matrix (Fin n) (Fin n) ℝ, Sᵀ = S → (∀ g, S * (D g).1 = (D g).1 * S) →
    ∃ c : ℝ, S = c • (1 : Matrix (Fin n) (Fin n) ℝ)
```

For $n\ge 1$ the condition amounts to irreducibility over the real numbers. If the space of modes split into two invariant parts, the orthogonal projector onto one of them would be symmetric, would commute with every $D(g)$, and would not be scalar. Conversely, each eigenspace of a commuting symmetric matrix is invariant, so an irreducible set leaves room for only one eigenvalue. The code takes the condition as written and does not derive it from irreducibility.

Because only symmetric matrices are tested, the condition also admits doubly degenerate pairs whose $D(g)$ are plane rotations by multiples of $120^\circ$. Other rotations of the plane commute with these, but they are not symmetric unless they are $\pm1$.

By hand, the hypothesis is applied to $S=J^TJ$. This matrix is symmetric, since $(J^TJ)^T=J^TJ$, and it commutes with every $D(g)$. Hence $J^TJ=c\,1$.

Without the hypothesis an active and a silent mode can share a frequency. Let the group consist of the identity and the inversion $i$, with $D(i)=\mathrm{diag}(1,-1)$ and $R(i)=-1$. The symmetry relation makes the first column of $J$ vanish and leaves the second free. The intensity of a mixture of the two modes then depends on the mixing, and so on the basis that the diagonalisation happens to return.

The definition of the intensity comes next, followed by two auxiliary lemmas and the proof that $J^TJ$ commutes with the operations.

```lean
/-- The infrared intensity of the mode `q`, up to constants: the squared length of the
dipole change `J q`. -/
def intensity (J : Matrix (Fin 3) (Fin n) ℝ) (q : Fin n → ℝ) : ℝ :=
  (J *ᵥ q) ⬝ᵥ (J *ᵥ q)

private lemma mul_transpose_self (A : Orthogonal n) : A.1 * A.1ᵀ = 1 := by
  have h := Matrix.mem_unitaryGroup_iff.1 A.2
  rwa [Matrix.star_eq_conjTranspose, Matrix.conjTranspose_eq_transpose_of_trivial] at h

private lemma scalar_mulVec (c : ℝ) (u : Fin n → ℝ) :
    (c • (1 : Matrix (Fin n) (Fin n) ℝ)) *ᵥ u = c • u := by
  ext i
  simp [Matrix.mulVec, dotProduct, Matrix.one_apply]

/-- The intensity matrix `Jᵀ J` commutes with every symmetry operation on the modes. -/
theorem gram_commutes {D : G →* Orthogonal n} {R : G →* Orthogonal 3}
    {J : Matrix (Fin 3) (Fin n) ℝ} (hJ : IsEquivariant D R J) (g : G) :
    (Jᵀ * J) * (D g).1 = (D g).1 * (Jᵀ * J) := by
  have h : J * (D g).1 = (R g).1 * J := hJ g
  have hD := mul_transpose_self (D g)
  have hR : (R g).1ᵀ * (R g).1 = 1 := mul_eq_one_comm.1 (mul_transpose_self (R g))
  have ht : (D g).1ᵀ * Jᵀ = Jᵀ * (R g).1ᵀ := by
    rw [← Matrix.transpose_mul, ← Matrix.transpose_mul, h]
  -- the transposed derivative intertwines in the opposite direction
  have key : (D g).1 * Jᵀ = Jᵀ * (R g).1 := by
    calc (D g).1 * Jᵀ = (D g).1 * (Jᵀ * ((R g).1ᵀ * (R g).1)) := by
          rw [hR, Matrix.mul_one]
      _ = (D g).1 * ((Jᵀ * (R g).1ᵀ) * (R g).1) := by rw [Matrix.mul_assoc Jᵀ]
      _ = (D g).1 * (((D g).1ᵀ * Jᵀ) * (R g).1) := by rw [ht]
      _ = ((D g).1 * (D g).1ᵀ) * (Jᵀ * (R g).1) := by simp only [Matrix.mul_assoc]
      _ = Jᵀ * (R g).1 := by rw [hD, Matrix.one_mul]
  rw [Matrix.mul_assoc, h, ← Matrix.mul_assoc, ← key, Matrix.mul_assoc]
```

In `intensity`, `*ᵥ` applies a matrix to a vector and `⬝ᵥ` is the dot product. The lemma `mul_transpose_self` extracts $AA^T=1$ from membership in the orthogonal group, and `scalar_mulVec` says that $c\,1$ multiplies a vector by $c$. In `gram_commutes`, `ht` is the transposed relation. The `calc` block proves `key`, which is $D(g)J^T=J^TR(g)$, by inserting $R(g)^TR(g)=1$, applying `ht` and cancelling $D(g)D(g)^T$. The last line is the second displayed equation above.

## The dipole derivative does not vanish

The condition $J\neq 0$ says that at least one mode of the set changes the dipole moment to first order. It is needed only for $c>0$ and $n\le 3$.

By hand, let $J_{ij}\neq 0$. The diagonal entry $j$ of $J^TJ=c\,1$ gives
$$c=\sum_k J_{kj}^2\ \ge\ J_{ij}^2>0.$$
If now $Jv=Jw$, multiplying by $J^T$ gives $cv=cw$, hence $v=w$. Thus $J$ maps $\mathbb R^n$ injectively into $\mathbb R^3$, and $n\le 3$.

Without the condition $c$ may be zero, and the number of modes is not limited. The fourfold and fivefold degenerate sets of icosahedral molecules are of this kind: they are too large to be active, so their $J$ vanishes.

```lean
/-- If `Jᵀ J = c 1` and the dipole derivative does not vanish, then `c` is positive. -/
theorem strength_pos {J : Matrix (Fin 3) (Fin n) ℝ} {c : ℝ}
    (hc : Jᵀ * J = c • (1 : Matrix (Fin n) (Fin n) ℝ)) (hne : J ≠ 0) : 0 < c := by
  obtain ⟨i, j, hij⟩ : ∃ i j, J i j ≠ 0 := by
    by_contra h
    push Not at h
    exact hne (by ext i j; simpa using h i j)
  have h := congrFun (congrFun hc j) j
  have hs : ∑ k, J k j * J k j = c := by simpa [Matrix.mul_apply] using h
  rw [← hs]
  exact Finset.sum_pos' (fun k _ => mul_self_nonneg _)
    ⟨i, Finset.mem_univ i, mul_self_pos.2 hij⟩

/-- If `Jᵀ J = c 1` with `c ≠ 0`, there are at most three modes. -/
theorem modes_le_three {J : Matrix (Fin 3) (Fin n) ℝ} {c : ℝ}
    (hc : Jᵀ * J = c • (1 : Matrix (Fin n) (Fin n) ℝ)) (h0 : c ≠ 0) : n ≤ 3 := by
  -- distinct displacements give distinct dipoles in three-dimensional space
  have hinj : Function.Injective J.mulVecLin := by
    intro v w h
    have h1 : J *ᵥ v = J *ᵥ w := h
    have h2 : Jᵀ *ᵥ (J *ᵥ v) = Jᵀ *ᵥ (J *ᵥ w) := by rw [h1]
    rw [Matrix.mulVec_mulVec, Matrix.mulVec_mulVec, hc, scalar_mulVec, scalar_mulVec] at h2
    exact smul_right_injective _ h0 h2
  have h := LinearMap.finrank_le_finrank_of_injective hinj
  simpa using h

/-- Under the scalar condition and the symmetry relation, `Jᵀ J` is a nonnegative multiple `c` of
the identity, and a nonzero `J` forces `c > 0` and at most three degenerate modes. -/
theorem infrared_all_or_none {D : G →* Orthogonal n} {R : G →* Orthogonal 3}
    {J : Matrix (Fin 3) (Fin n) ℝ} (hD : OnlyScalarsCommute D) (hJ : IsEquivariant D R J) :
    ∃ c : ℝ, 0 ≤ c ∧ Jᵀ * J = c • (1 : Matrix (Fin n) (Fin n) ℝ) ∧
      (J ≠ 0 → 0 < c ∧ n ≤ 3) := by
  by_cases h0 : J = 0
  · exact ⟨0, le_refl _, by simp [h0], fun h => absurd h0 h⟩
  · obtain ⟨c, hc⟩ := hD (Jᵀ * J)
      (by rw [Matrix.transpose_mul, Matrix.transpose_transpose]) (gram_commutes hJ)
    have hpos := strength_pos hc h0
    exact ⟨c, hpos.le, hc, fun _ => ⟨hpos, modes_le_three hc hpos.ne'⟩⟩
```

The lemma `strength_pos` finds the nonzero entry and bounds the sum of squares from below. The lemma `modes_le_three` proves injectivity and then compares dimensions.

The theorem `infrared_all_or_none` takes the scalar condition as `hD` and the symmetry relation as `hJ`; orthogonality is built into the types of `D` and `R`. It asserts that there is a real $c\ge 0$ with $J^TJ=c\,1$, and that $J\neq 0$ implies both $c>0$ and $n\le 3$. For $J=0$ the proof takes $c=0$. Otherwise it applies `hD` to `Jᵀ * J`, with `gram_commutes` supplying the commutation, and passes the resulting $c$ to the two lemmas.

The theorem does not decide whether $J$ vanishes for a given molecule. Frequencies do not appear in it, and neither do anharmonic terms or higher terms of the dipole moment.

## Intensities under these hypotheses

Once $J^TJ=c\,1$, the intensity of any mode is
$$|Jq|^2=q^TJ^TJq=c\,|q|^2.$$
If $J\neq0$, then $c>0$ and every nonzero $q$ absorbs. Taking the trace gives $\mathrm{tr}(J^TJ)=nc$, so
$$n\,|Jq|^2=\mathrm{tr}(J^TJ)\,|q|^2.$$
The trace is the sum of the intensities of the $n$ basis modes. A normalised mode therefore carries the fraction $1/n$ of the total, which is the step described at the start.

```lean
/-- If `Jᵀ J = c 1`, the intensity of a mode is `c` times its squared length. -/
theorem intensity_eq {J : Matrix (Fin 3) (Fin n) ℝ} {c : ℝ}
    (hc : Jᵀ * J = c • (1 : Matrix (Fin n) (Fin n) ℝ)) (q : Fin n → ℝ) :
    intensity J q = c * (q ⬝ᵥ q) := by
  unfold intensity
  rw [Matrix.dotProduct_mulVec, ← Matrix.mulVec_transpose, Matrix.mulVec_mulVec, hc,
    scalar_mulVec, smul_dotProduct, smul_eq_mul]

/-- Either the dipole derivative vanishes, or every nonzero combination of the degenerate
modes has positive infrared intensity. -/
theorem silent_or_all_active {D : G →* Orthogonal n} {R : G →* Orthogonal 3}
    {J : Matrix (Fin 3) (Fin n) ℝ} (hD : OnlyScalarsCommute D) (hJ : IsEquivariant D R J) :
    J = 0 ∨ ∀ q : Fin n → ℝ, q ≠ 0 → 0 < intensity J q := by
  obtain ⟨c, -, hc, hact⟩ := infrared_all_or_none hD hJ
  by_cases h0 : J = 0
  · exact Or.inl h0
  · refine Or.inr fun q hq => ?_
    have hn : 0 ≤ q ⬝ᵥ q := Finset.sum_nonneg fun i _ => mul_self_nonneg (q i)
    have hp : 0 < q ⬝ᵥ q :=
      lt_of_le_of_ne hn fun h => hq (dotProduct_self_eq_zero.1 h.symm)
    rw [intensity_eq hc]
    exact mul_pos (hact h0).1 hp

/-- Equal shares: `n` times the intensity of a mode is the total intensity `tr (Jᵀ J)`
times the squared length of the mode. -/
theorem equal_shares {D : G →* Orthogonal n} {R : G →* Orthogonal 3}
    {J : Matrix (Fin 3) (Fin n) ℝ} (hD : OnlyScalarsCommute D) (hJ : IsEquivariant D R J)
    (q : Fin n → ℝ) : (n : ℝ) * intensity J q = (Jᵀ * J).trace * (q ⬝ᵥ q) := by
  obtain ⟨c, -, hc, -⟩ := infrared_all_or_none hD hJ
  rw [intensity_eq hc, hc, Matrix.trace_smul, Matrix.trace_one, Fintype.card_fin, smul_eq_mul]
  ring
```

For $n=3$ and $J\neq 0$ the matrix $J$ is square, and $c^{-1}J^T$ is its left inverse. It is then also its right inverse, so $JJ^T=c\,1$. For light polarised along a unit vector $e$, the absorption summed over the three modes is proportional to $e^TJJ^Te=c$, whatever the direction of $e$.

```lean
/-- For three modes, under the same two hypotheses, `J Jᵀ` is also a multiple of the identity. -/
theorem polarisation_isotropic {D R : G →* Orthogonal 3} {J : Matrix (Fin 3) (Fin 3) ℝ}
    (hD : OnlyScalarsCommute D) (hJ : IsEquivariant D R J) :
    ∃ c : ℝ, J * Jᵀ = c • (1 : Matrix (Fin 3) (Fin 3) ℝ) := by
  obtain ⟨c, -, hc, hact⟩ := infrared_all_or_none hD hJ
  by_cases h0 : J = 0
  · exact ⟨0, by simp [h0]⟩
  · have hne : c ≠ 0 := (hact h0).1.ne'
    -- a left inverse of a square matrix is a right inverse
    have h1 : (c⁻¹ • Jᵀ) * J = 1 := by
      rw [Matrix.smul_mul, hc, smul_smul, inv_mul_cancel₀ hne, one_smul]
    have h2 : J * (c⁻¹ • Jᵀ) = 1 := mul_eq_one_comm.1 h1
    rw [Matrix.mul_smul] at h2
    exact ⟨c, by rw [← h2, smul_smul, mul_inv_cancel₀ hne, one_smul]⟩
```

The proof of `polarisation_isotropic` follows the same route: `h1` is the left inverse, `h2` the right inverse. The case $J=0$ is handled separately.

## Three active modes under tetrahedral rotations

All four hypotheses are met by the rotations of a tetrahedron acting on vectors, with $J=1$. This example also shows that the bound $n\le 3$ is attained. Two rotations generate the group.

```lean
/-- The twofold rotation about the `z` axis. -/
def c2z : Orthogonal 3 := ⟨!![-1, 0, 0; 0, -1, 0; 0, 0, 1], by
  rw [Matrix.mem_unitaryGroup_iff, Matrix.star_eq_conjTranspose,
    Matrix.conjTranspose_eq_transpose_of_trivial]
  ext i j
  fin_cases i <;> fin_cases j <;> simp [Matrix.mul_apply, Fin.sum_univ_three]⟩

/-- The threefold rotation about the cube diagonal, which permutes the axes cyclically. -/
def c3 : Orthogonal 3 := ⟨!![0, 0, 1; 1, 0, 0; 0, 1, 0], by
  rw [Matrix.mem_unitaryGroup_iff, Matrix.star_eq_conjTranspose,
    Matrix.conjTranspose_eq_transpose_of_trivial]
  ext i j
  fin_cases i <;> fin_cases j <;> simp [Matrix.mul_apply, Fin.sum_univ_three]⟩

/-- The rotation group generated by `c2z` and `c3`. -/
def tetrahedral : Subgroup (Orthogonal 3) := Subgroup.closure {c2z, c3}
```

With $J=1$ and $D=R$ the symmetry relation is immediate. For the scalar condition, let $S$ be symmetric and commute with both generators, and number the axes 0, 1, 2 as in the code. The twofold rotation $\mathrm{diag}(-1,-1,1)$ gives $S_{02}=-S_{02}$ and $S_{12}=-S_{12}$, so both entries vanish. The threefold rotation gives $S_{12}=S_{01}$, which removes the last coupling, and $S_{00}=S_{11}=S_{22}$. Hence $S=S_{00}\,1$.

```lean
/-- The tetrahedral rotations acting on vectors, with the identity as dipole derivative,
meet all the hypotheses with three modes and a nonzero `J`. -/
theorem infrared_all_or_none_witness :
    OnlyScalarsCommute tetrahedral.subtype ∧
      IsEquivariant tetrahedral.subtype tetrahedral.subtype 1 ∧
      (1 : Matrix (Fin 3) (Fin 3) ℝ) ≠ 0 := by
  refine ⟨?_, fun g => by rw [Matrix.one_mul, Matrix.mul_one], one_ne_zero⟩
  intro S hS hcomm
  have h2 : S * c2z.1 = c2z.1 * S := hcomm ⟨c2z, Subgroup.subset_closure (by simp)⟩
  have h3 : S * c3.1 = c3.1 * S := hcomm ⟨c3, Subgroup.subset_closure (by simp)⟩
  -- the twofold axis removes the couplings to z, the threefold axis equates the rest
  have a02 := congrFun (congrFun h2 0) 2
  have a12 := congrFun (congrFun h2 1) 2
  have b11 := congrFun (congrFun h3 1) 1
  have b10 := congrFun (congrFun h3 1) 0
  have b21 := congrFun (congrFun h3 2) 1
  simp [c2z, Matrix.mul_apply, Fin.sum_univ_three] at a02 a12
  simp [c3, Matrix.mul_apply, Fin.sum_univ_three] at b11 b10 b21
  have s01 : S 1 0 = S 0 1 := congrFun (congrFun hS 0) 1
  have s02 : S 2 0 = S 0 2 := congrFun (congrFun hS 0) 2
  have s12 : S 2 1 = S 1 2 := congrFun (congrFun hS 1) 2
  refine ⟨S 0 0, ?_⟩
  ext i j
  fin_cases i <;> fin_cases j <;> simp <;> linarith

end

end InfraredAllOrNone
```

The proof reads these equations off as entries of the two commutation relations: `a02` and `a12` come from the twofold rotation, `b11`, `b10` and `b21` from the threefold one. The symmetry of $S$ supplies the entries below the diagonal, and `linarith` completes the comparison entry by entry.

```lean
#print axioms InfraredAllOrNone.infrared_all_or_none
#print axioms InfraredAllOrNone.silent_or_all_active
#print axioms InfraredAllOrNone.equal_shares
#print axioms InfraredAllOrNone.polarisation_isotropic
```

```
'InfraredAllOrNone.infrared_all_or_none' depends on axioms: [propext, Classical.choice, Quot.sound]
'InfraredAllOrNone.silent_or_all_active' depends on axioms: [propext, Classical.choice, Quot.sound]
'InfraredAllOrNone.equal_shares' depends on axioms: [propext, Classical.choice, Quot.sound]
'InfraredAllOrNone.polarisation_isotropic' depends on axioms: [propext, Classical.choice, Quot.sound]
```
